# Bounded diagonal potentials as equal-weight sums of sign unitaries, with block-encoding error Λ/M

## Grid, sign matrices and ancilla register

The system has basis states $|i\rangle$ labelled by an index set `n`, for instance the points of a position grid, on which a local potential is a real diagonal matrix. All matrices and state vectors are real. The set `n` is finite wherever matrix products occur. The natural number $M$ counts the terms of the combination, labelled $m = 0, \dots, M-1$ as in `Fin M`.

```lean
import Mathlib

open Matrix

namespace SignDecomposition

noncomputable section

variable {n : Type*} [Fintype n] [DecidableEq n]
```

A sign matrix $S$ has $S_{ij} = 0$ for $i \ne j$ and $S_{ii} = \pm 1$. It flips the sign of the amplitude on a chosen set of basis states.

```lean
/-- A real matrix that is diagonal with every diagonal entry equal to `1` or `-1`. -/
def IsSignDiagonal (S : Matrix n n ℝ) : Prop :=
  S.IsDiag ∧ ∀ i, S i i = 1 ∨ S i i = -1
```

The signs come from comparing a real number $x$ with thresholds spaced by 2:

$$s_m(x) = \begin{cases} +1 & \text{if } x \ge 2m + 1 - M, \\ -1 & \text{otherwise.} \end{cases}$$

For $m = 0, \dots, M-1$ the thresholds are $1-M,\ 3-M,\ \dots,\ M-1$, and a value lying exactly on a threshold gets $+1$. With $M = 2$ they are $-1$ and $+1$, so $x = 0.4$ gives $s_0 + s_1 = 1 - 1 = 0$.

```lean
/-- The `m`-th comparator: `+1` if `x` reaches the threshold `2m + 1 - M`, and `-1` otherwise. -/
def thresholdSign (M m : ℕ) (x : ℝ) : ℝ :=
  if 2 * (m : ℝ) + 1 ≤ x + M then 1 else -1
```

For a list of values $d_i$, the $m$-th comparator matrix is the diagonal matrix with entries $s_m(d_i)$.

```lean
/-- The diagonal matrix obtained by applying the `m`-th comparator to each value `d i`. -/
def signMatrix (M : ℕ) (d : n → ℝ) (m : Fin M) : Matrix n n ℝ :=
  diagonal fun i => thresholdSign M m (d i)
```

The ancilla has basis states $|m\rangle$, and the joint space is indexed by pairs $(i, m)$ in `n × Fin M`, system first. The normalised uniform state is $|u\rangle = M^{-1/2} \sum_m |m\rangle$. The rectangular matrix $P$, `uniformPrep n M`, sends a system vector $\psi$ to $\psi \otimes |u\rangle$, so its entries are $P_{(i,m),j} = \delta_{ij}/\sqrt{M}$ with $\delta$ the Kronecker symbol.

```lean
/-- The map attaching to a system state the uniform superposition of `M` ancilla states. -/
def uniformPrep (n : Type*) [DecidableEq n] (M : ℕ) : Matrix (n × Fin M) n ℝ :=
  Matrix.of fun p j => if p.1 = j then (Real.sqrt M)⁻¹ else 0
```

## Counting the thresholds below a number

Fix $x \ge -M$ and define, for any natural $N$,

$$A_N = \sum_{m<N} s_m(x) + N = \sum_{m<N} \bigl(s_m(x) + 1\bigr),$$

twice the number of thresholds that $x$ reaches among the first $N$. Three statements hold together for every $N$: (a) $A_N \le x + M + 1$; (b) $A_N \le 2N$; (c) $A_N \ge x + M - 1$ or $A_N \ge 2N$. The second alternative in (c) describes the stage at which every threshold so far has been reached.

For $N = 0$ we have $A_0 = 0$, so (b) and the second alternative of (c) are equalities and (a) follows from $x + M \ge 0$. In the step from $N$ to $N+1$ there are two cases. If $2N + 1 \le x + M$, then $A_{N+1} = A_N + 2 \le 2N + 2 \le x + M + 1$, which gives (a) and (b), and whichever alternative of (c) held for $N$ holds for $N+1$. If $2N + 1 > x + M$, then $A_{N+1} = A_N$, so (a) and (b) persist; in (c) either the first alternative already held, or $A_N \ge 2N > x + M - 1$ supplies it. In Lean, `Finset.sum_range_succ` splits off the last term, `by_cases` makes the case distinction, `rcases h3` separates the alternatives of (c), and `linarith` closes each inequality.

```lean
/-- For `x ≥ -M`, the sum of the first `N` comparators plus `N` is at most `x + M + 1` and at
most `2N`, and it is at least `x + M - 1` or at least `2N`. -/
theorem partial_sum_bounds (M : ℕ) (x : ℝ) (hx : -(M : ℝ) ≤ x) (N : ℕ) :
    ∑ m ∈ Finset.range N, thresholdSign M m x + N ≤ x + M + 1 ∧
    ∑ m ∈ Finset.range N, thresholdSign M m x + N ≤ 2 * N ∧
    (x + M - 1 ≤ ∑ m ∈ Finset.range N, thresholdSign M m x + N ∨
      2 * (N : ℝ) ≤ ∑ m ∈ Finset.range N, thresholdSign M m x + N) := by
  induction N with
  | zero =>
    simp only [Finset.range_zero, Finset.sum_empty, Nat.cast_zero]
    exact ⟨by linarith, by linarith, Or.inr (by linarith)⟩
  | succ N ih =>
    obtain ⟨h1, h2, h3⟩ := ih
    rw [Finset.sum_range_succ, Nat.cast_succ]
    by_cases h : 2 * (N : ℝ) + 1 ≤ x + M
    · -- the threshold is reached: the count rises by two
      have hs : thresholdSign M N x = 1 := if_pos h
      rw [hs]
      refine ⟨by linarith, by linarith, ?_⟩
      rcases h3 with h3 | h3
      · left; linarith
      · right; linarith
    · -- the threshold is missed: the count stays, and already exceeds `x + M - 1`
      have hs : thresholdSign M N x = -1 := if_neg h
      have h' := not_le.mp h
      rw [hs]
      refine ⟨by linarith, by linarith, Or.inl ?_⟩
      rcases h3 with h3 | h3 <;> linarith
```

Now let $|x| \le M$ and put $N = M$, writing $\sigma = \sum_{m<M} s_m(x) = A_M - M$. Statement (a) gives $\sigma \le x + 1$. Statement (c) gives either $\sigma \ge x - 1$ directly, or $\sigma \ge M \ge x$. Hence $|\sigma - x| \le 1$. Statement (b) served only to carry the induction and is discarded by the `-` in the pattern `⟨h1, -, h3⟩`.

```lean
/-- For `|x| ≤ M` the sum of the `M` comparator signs differs from `x` by at most `1`. -/
theorem abs_sum_thresholdSign_sub_le (M : ℕ) (x : ℝ) (hx : |x| ≤ M) :
    |∑ m : Fin M, thresholdSign M m x - x| ≤ 1 := by
  rw [Fin.sum_univ_eq_sum_range (fun m => thresholdSign M m x) M]
  obtain ⟨hl, hu⟩ := abs_le.mp hx
  obtain ⟨h1, -, h3⟩ := partial_sum_bounds M x hl M
  rw [abs_le]
  refine ⟨?_, by linarith⟩
  rcases h3 with h3 | h3 <;> linarith
```

## From numbers to diagonal matrices

Each comparator matrix is diagonal with entries $\pm 1$, and adding the $M$ matrices entry by entry gives the diagonal matrix with entries $\sum_m s_m(d_i)$. The proof checks the two branches of the comparator with `split_ifs`, then compares diagonal and off-diagonal entries separately.

```lean
omit [Fintype n] in
/-- Each comparator matrix is a sign-diagonal matrix, and the sum of all `M` of them is the
diagonal matrix of the summed comparator signs. -/
theorem signMatrix_spec (M : ℕ) (d : n → ℝ) :
    (∀ m, IsSignDiagonal (signMatrix M d m)) ∧
    ∑ m, signMatrix M d m = diagonal fun i => ∑ m : Fin M, thresholdSign M m (d i) := by
  constructor
  · intro m
    refine ⟨isDiag_diagonal _, fun i => ?_⟩
    simp only [signMatrix, diagonal_apply_eq, thresholdSign]
    split_ifs
    · exact Or.inl rfl
    · exact Or.inr rfl
  · ext i j
    by_cases h : i = j
    · subst h
      simp [Matrix.sum_apply, signMatrix]
    · simp [Matrix.sum_apply, signMatrix, diagonal_apply_ne _ h]
```

The decomposition theorem follows. Let $D$ be real and diagonal (`hD`) with $|D_{ii}| \le M$ for all $i$ (`hM`). Then there are sign matrices $S_0, \dots, S_{M-1}$ with

$$\Bigl| \Bigl(\sum_m S_m\Bigr)_{ij} - D_{ij} \Bigr| \le 1 \quad \text{for all } i, j.$$

The condition `hM` says that the potential is measured in an energy unit large enough for its values to fit in $[-M, M]$; the error 1 is in the same unit. The witnesses are the comparator matrices for $d_i = D_{ii}$. On the diagonal the scalar bound applies, and off it both terms vanish. No matrix product appears, so the statement holds for an infinite index set as well. For $M = 0$ the hypotheses force $D = 0$, which equals the empty sum.

```lean
omit [Fintype n] in
/-- Every real diagonal matrix with entries in `[-M, M]` differs by at most `1` in each entry
from a sum of `M` diagonal matrices with entries `±1`. -/
theorem exists_sign_decomposition (M : ℕ) (D : Matrix n n ℝ) (hD : D.IsDiag)
    (hM : ∀ i, |D i i| ≤ M) :
    ∃ S : Fin M → Matrix n n ℝ, (∀ m, IsSignDiagonal (S m)) ∧
      ∀ i j, |(∑ m, S m) i j - D i j| ≤ 1 := by
  obtain ⟨h1, h2⟩ := signMatrix_spec M (fun i => D i i)
  refine ⟨signMatrix M (fun i => D i i), h1, fun i j => ?_⟩
  rw [h2]
  by_cases h : i = j
  · subst h
    rw [diagonal_apply_eq]
    exact abs_sum_thresholdSign_sub_le M _ (hM i)
  · rw [diagonal_apply_ne _ h, hD h]
    norm_num
```

## The error constant cannot be lowered for all entries

For $M \ge 1$ the value $M - 1$ lies in $[-M, M]$, and no choice of $M$ sign matrices, comparator-built or not, has a summed diagonal entry closer to it than 1. Fix $i$. If every $(S_m)_{ii}$ is $+1$, the sum is $M$, at distance 1. Otherwise some $m_0$ has $(S_{m_0})_{ii} = -1$. All terms $1 - (S_m)_{ii}$ are non-negative, so

$$2 = 1 - (S_{m_0})_{ii} \le \sum_m \bigl(1 - (S_m)_{ii}\bigr) = M - \sum_m (S_m)_{ii},$$

and the sum is at most $M - 2$, again at distance at least 1. The inequality between one term and the whole sum is `Finset.single_le_sum`. This is a worst-case statement about one admissible value; some other values are approximated better, as $x = 0.4$ with $M = 2$ showed, where the error is $0.4$.

```lean
omit [Fintype n] [DecidableEq n] in
/-- For `M ≥ 1` the value `M - 1` lies in `[-M, M]`, and every diagonal entry of any sum of `M`
sign-diagonal matrices is at distance at least `1` from it. -/
theorem error_one_is_sharp (M : ℕ) (hM : 1 ≤ M) :
    |(M : ℝ) - 1| ≤ M ∧ ∀ S : Fin M → Matrix n n ℝ, (∀ m, IsSignDiagonal (S m)) →
      ∀ i, 1 ≤ |(∑ m, S m) i i - ((M : ℝ) - 1)| := by
  have hM' : (1 : ℝ) ≤ M := by exact_mod_cast hM
  refine ⟨abs_le.mpr ⟨by linarith, by linarith⟩, fun S hS i => ?_⟩
  rw [Matrix.sum_apply, le_abs]
  by_cases h : ∀ m, S m i i = 1
  · left
    simp [h]
  · -- one negative sign lowers the sum to at most `M - 2`
    right
    obtain ⟨m₀, hm₀⟩ := not_forall.mp h
    have hneg : S m₀ i i = -1 := ((hS m₀).2 i).resolve_left hm₀
    have hle : 1 - S m₀ i i ≤ ∑ m, (1 - S m i i) :=
      Finset.single_le_sum (f := fun m => 1 - S m i i)
        (fun m _ => by rcases (hS m).2 i with h' | h' <;> norm_num [h'])
        (Finset.mem_univ m₀)
    have hcard : ∑ _m : Fin M, (1 : ℝ) = M := by simp
    rw [Finset.sum_sub_distrib, hcard, hneg] at hle
    linarith
```

## The controlled operator is unitary

A sign matrix satisfies $S^\dagger = S$, being real and diagonal, and $S S^\dagger = S^2 = 1$ since $(\pm 1)^2 = 1$. Over the reals `Sᴴ` is the transpose and `unitaryGroup n ℝ` is the orthogonal group. The proof writes $S$ as `diagonal d`, obtains $d_i d_i = 1$ as `hd`, and multiplies with `diagonal_mul_diagonal`.

```lean
/-- A sign-diagonal matrix is Hermitian and unitary. -/
theorem IsSignDiagonal.hermitian_unitary {S : Matrix n n ℝ} (hS : IsSignDiagonal S) :
    Sᴴ = S ∧ S ∈ unitaryGroup n ℝ := by
  obtain ⟨d, rfl⟩ : ∃ d, S = diagonal d := ⟨_, hS.1.diagonal_diag.symm⟩
  have hd : ∀ i, d i * d i = 1 := by
    intro i
    have h := hS.2 i
    rw [diagonal_apply_eq] at h
    rcases h with h | h <;> norm_num [h]
  have hH : (diagonal d)ᴴ = diagonal d := by
    rw [conjTranspose_eq_transpose_of_trivial, diagonal_transpose]
  refine ⟨hH, ?_⟩
  rw [mem_unitaryGroup_iff, star_eq_conjTranspose, hH, diagonal_mul_diagonal]
  simp [hd]
```

For any real unitaries $S_m$, the operator usually called SELECT is

$$U = \sum_m S_m \otimes |m\rangle\langle m|,$$

which is `blockDiagonal S`, with entries $U_{(i,m),(j,m')} = \delta_{mm'} (S_m)_{ij}$. Adjoint and product act block by block, so $U U^\dagger = \sum_m S_m S_m^\dagger \otimes |m\rangle\langle m| = 1$. The lemmas `blockDiagonal_conjTranspose` and `blockDiagonal_mul` are these two blockwise rules.

```lean
/-- The ancilla-controlled operator applying the unitary `S m` on ancilla state `m` is unitary. -/
theorem select_unitary {M : ℕ} (S : Fin M → Matrix n n ℝ) (hS : ∀ m, S m ∈ unitaryGroup n ℝ) :
    blockDiagonal S ∈ unitaryGroup (n × Fin M) ℝ := by
  have h : (fun k => S k * (S k)ᴴ) = 1 := funext fun k => mem_unitaryGroup_iff.mp (hS k)
  rw [mem_unitaryGroup_iff, star_eq_conjTranspose, blockDiagonal_conjTranspose]
  calc _ = blockDiagonal (fun k => S k * (S k)ᴴ) :=
        (blockDiagonal_mul S (fun k => (S k)ᴴ)).symm
    _ = 1 := by rw [h, blockDiagonal_one]
```

## Projecting on the uniform ancilla state

Let $M > 0$, so that $|u\rangle$ exists, and let the $S_m$ be arbitrary real matrices. The Kronecker symbols in $U$ and $P$ leave one term in the first product and $M$ terms in the second:

$$(UP)_{(a,m),j} = \frac{(S_m)_{aj}}{\sqrt M}, \qquad (P^{T} U P)_{ij} = \sum_m \frac{1}{\sqrt M} \frac{(S_m)_{ij}}{\sqrt M} = \frac{1}{M} \sum_m (S_m)_{ij}.$$

Thus $P^T U P$, the ancilla matrix element $\langle u|U|u\rangle$, is the equal-weight average of the $S_m$. Setting every $S_m = 1$ gives $U = 1$ and $P^T P = \frac{1}{M} \cdot M \cdot 1 = 1$, so $P$ preserves norms. In the code, `h1` is the first formula, `Finset.sum_eq_single` collapses the sum over the system index, `hc` is $M^{-1/2} M^{-1/2} = M^{-1}$, and the isometry is read off from `key 1`.

```lean
/-- For `M > 0` the uniform preparation is an isometry, and sandwiching the ancilla-controlled
operator with it gives the equal-weight average `(1/M) ∑ S m`. -/
theorem uniformPrep_compress {M : ℕ} (hM : 0 < M) :
    (uniformPrep n M)ᵀ * uniformPrep n M = 1 ∧ ∀ S : Fin M → Matrix n n ℝ,
      (uniformPrep n M)ᵀ * blockDiagonal S * uniformPrep n M = (M : ℝ)⁻¹ • ∑ m, S m := by
  have hM' : (M : ℝ) ≠ 0 := Nat.cast_ne_zero.mpr hM.ne'
  have hP : ∀ p j, uniformPrep n M p j = if p.1 = j then (Real.sqrt M)⁻¹ else 0 :=
    fun _ _ => rfl
  have hc : (Real.sqrt M)⁻¹ * (Real.sqrt M)⁻¹ = (M : ℝ)⁻¹ := by
    rw [← mul_inv, Real.mul_self_sqrt (Nat.cast_nonneg M)]
  have key : ∀ S : Fin M → Matrix n n ℝ,
      (uniformPrep n M)ᵀ * blockDiagonal S * uniformPrep n M = (M : ℝ)⁻¹ • ∑ m, S m := by
    intro S
    have h1 : ∀ a m j, (blockDiagonal S * uniformPrep n M) (a, m) j
        = S m a j * (Real.sqrt M)⁻¹ := by
      intro a m j
      rw [Matrix.mul_apply, Fintype.sum_prod_type, Finset.sum_eq_single j]
      · simp [blockDiagonal_apply, hP]
      · intro b _ hb
        simp [hP, hb]
      · simp
    rw [Matrix.mul_assoc]
    ext i j
    rw [Matrix.mul_apply, Fintype.sum_prod_type, Finset.sum_eq_single i]
    · rw [Matrix.smul_apply, Matrix.sum_apply, smul_eq_mul, Finset.mul_sum]
      refine Finset.sum_congr rfl fun m _ => ?_
      rw [h1, transpose_apply, hP, if_pos rfl]
      linear_combination (S m i j) * hc
    · intro b _ hb
      simp [hP, hb]
    · simp
  refine ⟨?_, key⟩
  have h := key 1
  rw [blockDiagonal_one, Matrix.mul_one] at h
  rw [h]
  simp only [Pi.one_apply, Finset.sum_const, Finset.card_univ, Fintype.card_fin]
  rw [← Nat.cast_smul_eq_nsmul ℝ, smul_smul, inv_mul_cancel₀ hM', one_smul]
```

## Encoding a potential bounded by Λ

Let $V$ be the diagonal matrix of potential values $v_i$, and assume $M > 0$ and $|v_i| \le \Lambda$ for a constant $\Lambda > 0$. The constant is a bound on the magnitude of the potential energy over the basis states; it is given as a hypothesis (`hv`) and becomes the factor by which the encoded block is scaled down. Rescale to $d_i = M v_i/\Lambda$, so that $|d_i| \le M$, take $U$ built from the comparator matrices of $d$, and put $t_i = \sum_m s_m(d_i)$, with $|t_i - d_i| \le 1$. The error operator $E = \Lambda\, P^T U P - V$ is diagonal:

$$E_{ii} = \frac{\Lambda}{M} t_i - v_i = \frac{\Lambda}{M}\,(t_i - d_i).$$

For every real vector $\psi$ with components $\psi_i$,

$$\|E\psi\|^2 = \sum_i \Bigl(\frac{\Lambda}{M}\Bigr)^2 (t_i - d_i)^2\, \psi_i^2 \le \Bigl(\frac{\Lambda}{M}\Bigr)^2 \|\psi\|^2.$$

The theorem `block_encoding` states that $U$ is unitary and that this inequality holds, with squared norms written as dot products and $\psi$ not required to be normalised. For a normalised state it reads $\|E\psi\| \le \Lambda/M$; equivalently, the block $P^T U P$ reproduces $V/\Lambda$ to within $1/M$. The Lean statement covers real amplitudes. Because $E$ is real, it acts separately on the real and imaginary parts of a complex state, whose squared norms add, so the same bound holds for complex amplitudes. At $M = 1$ the single comparator is $+1$ where $v_i \ge 0$ and $-1$ elsewhere, and the bound is $\Lambda$. In the proof, `ht` and `hsum` introduce $t$, `hE` is the diagonal form of $E$ with `field_simp` clearing the denominators, and `Finset.sum_le_sum` compares the two sums term by term using `hsq`, the bound $(t_i - d_i)^2 \le 1$.

```lean
/-- For a potential with `|v i| ≤ Λ`, the controlled comparator operator `U` is unitary, and `Λ`
times its uniformly prepared block acts as `diagonal v` up to `‖E ψ‖² ≤ (Λ/M)² ‖ψ‖²`. -/
theorem block_encoding {M : ℕ} (hM : 0 < M) (Λ : ℝ) (hΛ : 0 < Λ) (v : n → ℝ)
    (hv : ∀ i, |v i| ≤ Λ) :
    let U := blockDiagonal (signMatrix M fun i => M * v i / Λ)
    let E := Λ • ((uniformPrep n M)ᵀ * U * uniformPrep n M) - diagonal v
    U ∈ unitaryGroup (n × Fin M) ℝ ∧
      ∀ ψ : n → ℝ, (E *ᵥ ψ) ⬝ᵥ (E *ᵥ ψ) ≤ (Λ / M) ^ 2 * (ψ ⬝ᵥ ψ) := by
  intro U E
  have hM' : (M : ℝ) ≠ 0 := Nat.cast_ne_zero.mpr hM.ne'
  have hΛ' : Λ ≠ 0 := hΛ.ne'
  obtain ⟨h1, h2⟩ := signMatrix_spec M (fun i => M * v i / Λ)
  refine ⟨select_unitary _ fun m => (h1 m).hermitian_unitary.2, fun ψ => ?_⟩
  -- the rescaled potential lies in `[-M, M]`
  obtain ⟨t, ht, hsum⟩ : ∃ t : n → ℝ, (∀ i, |t i - M * v i / Λ| ≤ 1) ∧
      ∑ m, signMatrix M (fun i => M * v i / Λ) m = diagonal t := by
    refine ⟨_, fun i => abs_sum_thresholdSign_sub_le M _ ?_, h2⟩
    rw [abs_div, abs_mul, abs_of_pos hΛ, Nat.abs_cast, div_le_iff₀ hΛ]
    exact mul_le_mul_of_nonneg_left (hv i) (Nat.cast_nonneg M)
  -- the error operator is diagonal
  have hE : E = diagonal fun i => Λ / M * (t i - M * v i / Λ) := by
    simp only [E, U]
    rw [(uniformPrep_compress hM).2, hsum]
    ext i j
    by_cases h : i = j
    · subst h
      simp only [Matrix.sub_apply, Matrix.smul_apply, diagonal_apply_eq, smul_eq_mul]
      field_simp
      try ring
    · simp [diagonal_apply_ne _ h]
  rw [hE, dotProduct, dotProduct, Finset.mul_sum]
  refine Finset.sum_le_sum fun i _ => ?_
  rw [mulVec_diagonal]
  obtain ⟨hl, hu⟩ := abs_le.mp (ht i)
  have hsq : (t i - M * v i / Λ) * (t i - M * v i / Λ) ≤ 1 := by nlinarith
  calc _ = (Λ / M) ^ 2 * (ψ i * ψ i) * ((t i - M * v i / Λ) * (t i - M * v i / Λ)) := by ring
    _ ≤ _ := mul_le_of_le_one_right (mul_nonneg (sq_nonneg _) (mul_self_nonneg _)) hsq

end

end SignDecomposition
```

```lean
#print axioms SignDecomposition.exists_sign_decomposition
#print axioms SignDecomposition.error_one_is_sharp
#print axioms SignDecomposition.block_encoding
```

```
'SignDecomposition.exists_sign_decomposition' depends on axioms: [propext, Classical.choice, Quot.sound]
'SignDecomposition.error_one_is_sharp' depends on axioms: [propext, Classical.choice, Quot.sound]
'SignDecomposition.block_encoding' depends on axioms: [propext, Classical.choice, Quot.sound]
```

## Use in grid simulation and what a circuit still needs

In a position-grid representation of electrons or nuclei a local potential energy is diagonal, and the result approximates such a diagonal part, bounded by $\Lambda$ on a finite grid, by a linear combination of $M$ unitaries with error at most $\Lambda/M$, the ancilla being prepared in the uniform state; the kinetic energy and any other non-diagonal term are not treated. The ancilla preparation enters only as the isometry $P$, and no unitary on the ancilla producing $|u\rangle$ from a reference state is constructed. The comparator acts on exact real values $v_i$, so finite-precision arithmetic, work registers and gate counts are absent. The lower bound on the error is stated for plain sums of $M$ sign matrices, each with weight 1, and says nothing about a different common weight, unequal weights or other unitaries; for $M = 1$, for instance, the weight $1/2$ gives the values $\pm 1/2$, which cover $[-1, 1]$ with error $1/2$.
